# Nonzero error eigenvalues after inverting the small-G dielectric block: a quadratic problem on the large-G block

## The linearised iteration and its blocks

Let $x$ be the vector of plane-wave coefficients of the electron density, and let $F(x)$ be the density produced by one self-consistent-field (SCF) step. The self-consistent density satisfies $F(x_*)=x_*$. Preconditioned mixing replaces $x$ by $x+P\,(F(x)-x)$ with a fixed matrix $P$. Close to $x_*$, the error $e=x-x_*$ then changes to first order as

$$e\;\mapsto\;(1-PM)\,e,\qquad M=1-F'(x_*).$$

The matrix $M$ is the dielectric matrix in the convention of density mixing. Call $J=1-PM$ the error matrix. The linearised error tends to zero from every start exactly when all eigenvalues of $J$ have modulus below one.

Split the reciprocal vectors $G$ into a small-G set $n$ and a large-G set $m$, with $|n|$ and $|m|$ elements. Correspondingly,

$$M=\begin{pmatrix}A&B\\ C&D\end{pmatrix},\qquad P=\begin{pmatrix}A^{-1}&0\\0&1\end{pmatrix}.$$

This $P$ inverts the small-G block exactly and applies the large-G part of the residual $F(x)-x$ unchanged. In an inhomogeneous system the blocks $B$ and $C$ couple the two sets. Invertibility of $A$ means that no nonzero error confined to the small-G set gives a linearised residual whose small-G part vanishes.

Define the large-G operator

$$Q(z)=z^2-z(1-D)-CA^{-1}B .$$

**Claim.** If $A$ is invertible and $z\neq0$, then $z$ is an eigenvalue of $J$ exactly when $Q(z)$ is singular.

For SCF practice, this expresses the nonzero convergence factors of undamped mixing with this preconditioner through the large-G block $D$ and the feedback $CA^{-1}B$, within the linearised iteration in a finite basis. It shows what limits convergence; it is not a smaller eigenvalue problem when the large-G set is the larger one, since a quadratic problem of size $|m|$ has $2|m|$ roots.

## Elimination of the small-G block

Multiplying out $PM$ and using $A^{-1}A=1$ gives

$$J=\begin{pmatrix}0&-A^{-1}B\\-C&1-D\end{pmatrix},\qquad
z-J=\begin{pmatrix}z&A^{-1}B\\C&z-(1-D)\end{pmatrix}.$$

Multiply $z-J$ on the right by a block upper triangular matrix:

$$(z-J)\begin{pmatrix}1&-A^{-1}B\\0&z\end{pmatrix}
=\begin{pmatrix}z&0\\C&Q(z)\end{pmatrix}.$$

The upper right entry is $-zA^{-1}B+zA^{-1}B=0$. The lower right entry is $-CA^{-1}B+z^2-z(1-D)=Q(z)$. Taking determinants gives, for every complex $z$,

$$z^{|m|}\det(z-J)=z^{|n|}\det Q(z).$$

For $z\neq0$ both powers are nonzero, so one determinant vanishes exactly when the other does. This proves the claim.

Three consequences follow.

- If $D=1$, then $Q(z)=z^2-CA^{-1}B$, and a nonzero $z$ is an eigenvalue of $J$ exactly when $z^2$ is an eigenvalue of $CA^{-1}B$.
- If $C=0$, then $Q(z)=z\,(z-(1-D))$, and the nonzero eigenvalues of $J$ are those of $1-D$.
- Suppose that $\|(1-D)v\|\le d\|v\|$ and $\|CA^{-1}Bv\|\le c\|v\|$ for all $v$ in the maximum norm, with $d+c<1$. Then every eigenvalue $z$ of $J$ satisfies $|z|<1$.

For the last one, suppose $|z|\ge1$. There is a nonzero $v$ with $Q(z)v=0$, that is, $z^2v=z(1-D)v+CA^{-1}Bv$. Taking norms and dividing by $\|v\|$ gives $|z|^2\le d|z|+c$. The bound on $CA^{-1}Bv$ also gives $c\ge0$, so $c\le c|z|$ and $|z|^2\le(d+c)|z|<|z|$. Hence $|z|<1$, a contradiction.

## A two-component instance

Take one small-G and one large-G component with $A=6$, $B=0.3$, $C=1.2$ and $D=1.1$. With the Hartree kernel alone, which is proportional to $1/|G|^2$, and a real symmetric independent-particle response, the ratio $B/C=1/4$ belongs to a large $|G|$ that is twice the small one. Then $1-D=-0.1$ and $CA^{-1}B=0.36/6=0.06$, so

$$Q(z)=z^2+0.1z-0.06=(z-0.2)(z+0.3).$$

The error matrix is

$$J=\begin{pmatrix}0&-0.05\\-1.2&-0.1\end{pmatrix},$$

with trace $-0.1$ and determinant $-0.06$, which confirms the eigenvalues $0.2$ and $-0.3$. With $d=0.1$ and $c=0.06$ the norm criterion applies. It guarantees convergence, but the sum $d+c=0.16$ is not a bound on the convergence factor, which is $0.3$. Setting the coupling to zero would have given $0$ and $-0.1$, so here the coupling sets most of the convergence factor. Without the preconditioner, $1-M$ has an eigenvalue near $-5.07$, and the undamped linear iteration diverges.

## Matrices and eigenvalues in Lean

The letters `n` and `m` denote finite index types, not numbers. Their elements play the part of the small and large reciprocal vectors, but no lengths are attached to them, so any division into two sets is allowed, including one with an empty set.

```lean
import Mathlib

open Matrix

namespace BlockPreconditionedDielectric

noncomputable section

variable {n m : Type*} [Fintype n] [DecidableEq n] [Fintype m] [DecidableEq m]
```

An eigenvalue is defined by a nonzero eigenvector. The notation `M *ᵥ w` is the matrix acting on the vector `w`.

```lean
/-- The number `z` is an eigenvalue of the complex matrix `M`: some nonzero vector is
multiplied by `z` under `M`. -/
def IsEigenvalue {k : Type*} [Fintype k] (M : Matrix k k ℂ) (z : ℂ) : Prop :=
  ∃ w : k → ℂ, w ≠ 0 ∧ M *ᵥ w = z • w
```

The error matrix is defined by the actual product with the preconditioner. Its index type `n ⊕ m` is the disjoint union of the two sets, and `fromBlocks` assembles the four blocks. All blocks are general complex matrices, with no Hermiticity or positivity assumed. The Lean statements start from a given $M$; the passage from the nonlinear SCF map to its linearisation at $x_*$ is the step left to the physics.

```lean
/-- The error matrix `1 - P M` of preconditioned mixing, for the dielectric matrix
`M = [[A, B], [C, D]]` with invertible small-G block `A` and the preconditioner
`P = diag(A⁻¹, 1)`. -/
def errorMatrix (A : Matrix n n ℂ) (B : Matrix n m ℂ) (C : Matrix m n ℂ)
    (D : Matrix m m ℂ) : Matrix (n ⊕ m) (n ⊕ m) ℂ :=
  1 - fromBlocks A⁻¹ 0 0 1 * fromBlocks A B C D
```

The operator $Q(z)$ is called `largeGPencil`. The word "pencil" often means a polynomial linear in $z$; this one is quadratic.

```lean
/-- The quadratic operator `z² - z (1 - D) - C A⁻¹ B` on the large-G block, for invertible
`A`. -/
def largeGPencil (A : Matrix n n ℂ) (B : Matrix n m ℂ) (C : Matrix m n ℂ)
    (D : Matrix m m ℂ) (z : ℂ) : Matrix m m ℂ :=
  z ^ 2 • (1 : Matrix m m ℂ) - z • (1 - D) - C * A⁻¹ * B
```

## From eigenvectors to determinants

The first lemma translates between the two descriptions of an eigenvalue. Mathlib supplies the fact that a square matrix has a nonzero null vector exactly when its determinant is zero. Applied to $z-M$, the null-vector equation becomes $Mw=zw$ after rearrangement.

```lean
/-- A number `z` is an eigenvalue of `M` exactly when the determinant of `z - M` vanishes. -/
theorem isEigenvalue_iff_det {k : Type*} [Fintype k] [DecidableEq k]
    (M : Matrix k k ℂ) (z : ℂ) :
    IsEigenvalue M z ↔ (z • (1 : Matrix k k ℂ) - M).det = 0 := by
  rw [← Matrix.exists_mulVec_eq_zero_iff]
  refine exists_congr fun w => and_congr_right fun _ => ?_
  rw [Matrix.sub_mulVec, Matrix.smul_mulVec, Matrix.one_mulVec, sub_eq_zero]
  exact eq_comm
```

The next lemma is the block form of $J$ found above. The hypothesis `hA : IsUnit A.det` says that $\det A$ is invertible, which over the complex numbers means nonzero. It enters through `Matrix.nonsing_inv_mul`, which provides $A^{-1}A=1$ and so clears the small-G block.

```lean
/-- If the small-G block `A` is invertible, the preconditioner removes the small-G block of
the error matrix and leaves `[[0, -A⁻¹ B], [-C, 1 - D]]`. -/
theorem errorMatrix_eq (A : Matrix n n ℂ) (B : Matrix n m ℂ) (C : Matrix m n ℂ)
    (D : Matrix m m ℂ) (hA : IsUnit A.det) :
    errorMatrix A B C D = fromBlocks 0 (-(A⁻¹ * B)) (-C) (1 - D) := by
  unfold errorMatrix
  rw [fromBlocks_multiply, ← fromBlocks_one, sub_eq_add_neg, fromBlocks_neg, fromBlocks_add]
  simp [Matrix.nonsing_inv_mul A hA, sub_eq_add_neg]
```

## The determinant identity and the eigenvalue criterion

The identity $z^{|m|}\det(z-J)=z^{|n|}\det Q(z)$ is stated for all $z$, including zero. Inside the proof, `key` is the block multiplication from the derivation. It is checked block by block: simplification settles three blocks, and `module` collects the terms of the fourth into $Q(z)$. Taking determinants of `key` turns each triangular matrix into a product of the determinants of its diagonal blocks, and `det_smul` produces the powers of $z$.

```lean
/-- For invertible `A`, the characteristic determinant of the error matrix and the determinant
of the large-G operator agree up to powers of `z` set by the two block sizes. -/
theorem det_errorMatrix (A : Matrix n n ℂ) (B : Matrix n m ℂ) (C : Matrix m n ℂ)
    (D : Matrix m m ℂ) (hA : IsUnit A.det) (z : ℂ) :
    z ^ Fintype.card m * (z • (1 : Matrix (n ⊕ m) (n ⊕ m) ℂ) - errorMatrix A B C D).det
      = z ^ Fintype.card n * (largeGPencil A B C D z).det := by
  -- a block column operation eliminates the upper right block without dividing by `z`
  have key : (z • (1 : Matrix (n ⊕ m) (n ⊕ m) ℂ) - errorMatrix A B C D)
      * fromBlocks 1 (-(A⁻¹ * B)) 0 (z • (1 : Matrix m m ℂ))
      = fromBlocks (z • (1 : Matrix n n ℂ)) 0 C (largeGPencil A B C D z) := by
    rw [errorMatrix_eq A B C D hA, ← fromBlocks_one, fromBlocks_smul, sub_eq_add_neg,
      fromBlocks_neg, fromBlocks_add, fromBlocks_multiply, fromBlocks_inj]
    refine ⟨by simp, by simp, by simp, ?_⟩
    simp only [largeGPencil, smul_zero, zero_add, neg_neg, Matrix.mul_neg, Matrix.mul_smul,
      Matrix.mul_one, Matrix.mul_assoc]
    module
  have h := congrArg Matrix.det key
  simp only [det_mul, det_fromBlocks_zero₂₁, det_fromBlocks_zero₁₂, det_smul, det_one,
    mul_one, one_mul] at h
  linear_combination h
```

The main theorem reads: for invertible $A$ and nonzero $z$, the number $z$ is an eigenvalue of the error matrix if and only if $\det Q(z)=0$. Each direction sets one determinant to zero in the identity and cancels the nonzero power of $z$ in front of the other. The equivalence concerns which eigenvalues occur and makes no statement about their multiplicities.

```lean
/-- For an invertible small-G block `A`, a nonzero `z` is an eigenvalue of the error matrix
exactly when `z² - z (1 - D) - C A⁻¹ B` is singular on the large-G block. -/
theorem isEigenvalue_errorMatrix_iff (A : Matrix n n ℂ) (B : Matrix n m ℂ)
    (C : Matrix m n ℂ) (D : Matrix m m ℂ) (hA : IsUnit A.det) {z : ℂ} (hz : z ≠ 0) :
    IsEigenvalue (errorMatrix A B C D) z ↔ (largeGPencil A B C D z).det = 0 := by
  rw [isEigenvalue_iff_det]
  have h := det_errorMatrix A B C D hA z
  constructor
  · intro h0
    rw [h0, mul_zero] at h
    exact (mul_eq_zero.mp h.symm).resolve_left (pow_ne_zero _ hz)
  · intro h0
    rw [h0, mul_zero] at h
    exact (mul_eq_zero.mp h).resolve_left (pow_ne_zero _ hz)
```

## Identity large-G block and one-sided coupling

In the first special case, "unscreened" in the theorem's name refers only to $D=1$; the blocks $B$ and $C$ remain arbitrary. The proof substitutes $D=1$ into $Q(z)$ and reads the determinant condition as an eigenvalue condition at $z^2$. A nonzero eigenvalue $\mu$ of $CA^{-1}B$ therefore gives both square roots of $\mu$ as eigenvalues of $J$. For $\mu=0.04$ these are $0.2$ and $-0.2$. With nonzero coupling this case is an algebraic limit, not a typical material: if only the Hartree kernel acts and the static independent-particle response is negative semidefinite, $D=1$ makes the large-G block of that response vanish, and semidefiniteness then forces $B=C=0$.

```lean
/-- If `A` is invertible and the large-G block is the identity, a nonzero `z` is an eigenvalue
of the error matrix exactly when `z²` is an eigenvalue of `C A⁻¹ B`. -/
theorem isEigenvalue_of_unscreened (A : Matrix n n ℂ) (B : Matrix n m ℂ)
    (C : Matrix m n ℂ) (hA : IsUnit A.det) {z : ℂ} (hz : z ≠ 0) :
    IsEigenvalue (errorMatrix A B C 1) z ↔ IsEigenvalue (C * A⁻¹ * B) (z ^ 2) := by
  rw [isEigenvalue_errorMatrix_iff A B C 1 hA hz, isEigenvalue_iff_det]
  simp only [largeGPencil, sub_self, smul_zero, sub_zero]
```

In the second case only $C$ is assumed to vanish, while $B$ may still feed large-G errors into the small-G set. With the Hartree kernel alone and a Hermitian independent-particle response, $C=0$ forces $B=0$ as well. The proof factors $Q(z)$ as $z\,(z-(1-D))$; `det_smul` then extracts $z^{|m|}$, which is nonzero.

```lean
/-- If `A` is invertible and the coupling block `C` vanishes, the nonzero eigenvalues of the
error matrix are exactly the nonzero eigenvalues of `1 - D`. -/
theorem isEigenvalue_of_decoupled (A : Matrix n n ℂ) (B : Matrix n m ℂ)
    (D : Matrix m m ℂ) (hA : IsUnit A.det) {z : ℂ} (hz : z ≠ 0) :
    IsEigenvalue (errorMatrix A B 0 D) z ↔ IsEigenvalue (1 - D) z := by
  rw [isEigenvalue_errorMatrix_iff A B 0 D hA hz, isEigenvalue_iff_det]
  have hQ : largeGPencil A B 0 D z = z • (z • (1 : Matrix m m ℂ) - (1 - D)) := by
    simp only [largeGPencil, Matrix.zero_mul, sub_zero]
    module
  rw [hQ, det_smul, mul_eq_zero]
  exact or_iff_right (pow_ne_zero _ hz)
```

## A norm condition for convergence

The norm on `m → ℂ` is the largest modulus among the components. The hypotheses `hd` and `hc` are thus operator bounds, and the largest row sum of moduli of each matrix is an admissible constant. Physically, $d$ limits how far the large-G block of the dielectric matrix departs from the identity, and $c$ limits the feedback that passes from the large-G set through the small-G set and back. Both bounds are assumed here; for a given material they have to be obtained from its dielectric matrix.

The proof assumes $|z|\ge1$, so that the main theorem applies, and takes a null vector $v$ of $Q(z)$. The equation `heq` is $z^2v=z(1-D)v+CA^{-1}Bv$, and `h1` is its norm estimate. The inequalities `h2`, `h3` and `h4` express $c\le c|z|$, $d+c<1$ and $|z|\ge1$, each multiplied by the factors needed to combine them. `nlinarith` then derives the contradiction.

```lean
/-- Let `A` be invertible, and let `1 - D` and `C A⁻¹ B` be bounded in the maximum norm by `d`
and `c` with `d + c < 1`. Then every eigenvalue of the error matrix has modulus below one. -/
theorem norm_eigenvalue_lt_one (A : Matrix n n ℂ) (B : Matrix n m ℂ) (C : Matrix m n ℂ)
    (D : Matrix m m ℂ) (hA : IsUnit A.det) {c d : ℝ}
    (hd : ∀ v : m → ℂ, ‖(1 - D) *ᵥ v‖ ≤ d * ‖v‖)
    (hc : ∀ v : m → ℂ, ‖(C * A⁻¹ * B) *ᵥ v‖ ≤ c * ‖v‖) (hcd : d + c < 1)
    {z : ℂ} (hz : IsEigenvalue (errorMatrix A B C D) z) : ‖z‖ < 1 := by
  by_contra hlt
  have hz1 : 1 ≤ ‖z‖ := not_lt.mp hlt
  have hzpos : 0 < ‖z‖ := by linarith
  -- a null vector of the large-G operator
  obtain ⟨v, hv, hQ⟩ := Matrix.exists_mulVec_eq_zero_iff.mpr
    ((isEigenvalue_errorMatrix_iff A B C D hA (norm_pos_iff.mp hzpos)).mp hz)
  have hvpos : 0 < ‖v‖ := norm_pos_iff.mpr hv
  have heq : z ^ 2 • v = z • ((1 - D) *ᵥ v) + (C * A⁻¹ * B) *ᵥ v := by
    rw [largeGPencil, Matrix.sub_mulVec, Matrix.sub_mulVec, Matrix.smul_mulVec,
      Matrix.smul_mulVec, Matrix.one_mulVec, sub_sub, sub_eq_zero] at hQ
    exact hQ
  -- compare norms on the two sides
  have h1 : ‖z‖ ^ 2 * ‖v‖ ≤ ‖z‖ * (d * ‖v‖) + c * ‖v‖ := by
    calc ‖z‖ ^ 2 * ‖v‖ = ‖z ^ 2 • v‖ := by rw [norm_smul, norm_pow]
      _ ≤ ‖z • ((1 - D) *ᵥ v)‖ + ‖(C * A⁻¹ * B) *ᵥ v‖ := by
          rw [heq]
          exact norm_add_le _ _
      _ ≤ ‖z‖ * (d * ‖v‖) + c * ‖v‖ := by
          rw [norm_smul]
          exact add_le_add (mul_le_mul_of_nonneg_left (hd v) hzpos.le) (hc v)
  have hc0 : 0 ≤ c * ‖v‖ := (norm_nonneg _).trans (hc v)
  have h2 : c * ‖v‖ ≤ ‖z‖ * (c * ‖v‖) := le_mul_of_one_le_left hc0 hz1
  have h3 : 0 < ‖z‖ * ((1 - (d + c)) * ‖v‖) :=
    mul_pos hzpos (mul_pos (by linarith) hvpos)
  have h4 : 0 ≤ ‖z‖ * ((‖z‖ - 1) * ‖v‖) :=
    mul_nonneg hzpos.le (mul_nonneg (by linarith) hvpos.le)
  nlinarith [h1, h2, h3, h4]
```

## What happens at zero

The final theorem takes two small-G components and one large-G component with

$$A=1,\quad D=1,\quad B=\begin{pmatrix}1\\0\end{pmatrix},\quad C=\begin{pmatrix}1&0\end{pmatrix}.$$

The second small-G component is uncoupled, so the vector with entry one there and zeros elsewhere is sent to zero by $J$. Yet $Q(0)=-CA^{-1}B=-1$ is nonsingular. The example shows that at $z=0$ an eigenvalue of $J$ need not make $Q(z)$ singular. It doesn't address the reverse implication.

In the proof, `Sum.elim ![0, 1] 0` is this eigenvector, with its small-G part listed first. The remaining goals are that this vector is nonzero, a componentwise check of $Jw=0$, and the evaluation of a one-by-one determinant. A missed zero eigenvalue does not affect the convergence criterion, since its modulus is below one. The example is chosen for its algebra and does not model a stable material: its matrix $M$ is singular, and $J$ also has the eigenvalues $1$ and $-1$, so the linearised error does not tend to zero from every start.

```lean
/-- With two small-G components and one large-G component, `A = 1`, `D = 1`, `B = (1, 0)ᵀ` and
`C = (1, 0)`, zero is an eigenvalue of the error matrix although the large-G operator at
`z = 0` is nonsingular. -/
theorem zero_eigenvalue_not_detected :
    IsEigenvalue (errorMatrix (1 : Matrix (Fin 2) (Fin 2) ℂ) !![1; 0] !![1, 0]
      (1 : Matrix (Fin 1) (Fin 1) ℂ)) 0 ∧
    (largeGPencil (1 : Matrix (Fin 2) (Fin 2) ℂ) !![1; 0] !![1, 0]
      (1 : Matrix (Fin 1) (Fin 1) ℂ) 0).det ≠ 0 := by
  constructor
  · -- the second small-G component is not coupled to the large-G block
    refine ⟨Sum.elim ![0, 1] 0, fun h => ?_, ?_⟩
    · have h1 := congrFun h (Sum.inl 1)
      simp at h1
    · rw [errorMatrix_eq _ _ _ _ (by simp), fromBlocks_mulVec]
      ext i
      rcases i with i | i <;> fin_cases i <;> simp
  · simp [largeGPencil, Matrix.det_unique]

end

end BlockPreconditionedDielectric
```

```lean
#print axioms BlockPreconditionedDielectric.isEigenvalue_errorMatrix_iff
#print axioms BlockPreconditionedDielectric.isEigenvalue_of_unscreened
#print axioms BlockPreconditionedDielectric.norm_eigenvalue_lt_one
#print axioms BlockPreconditionedDielectric.zero_eigenvalue_not_detected
```

```
'BlockPreconditionedDielectric.isEigenvalue_errorMatrix_iff' depends on axioms: [propext, Classical.choice, Quot.sound]
'BlockPreconditionedDielectric.isEigenvalue_of_unscreened' depends on axioms: [propext, Classical.choice, Quot.sound]
'BlockPreconditionedDielectric.norm_eigenvalue_lt_one' depends on axioms: [propext, Classical.choice, Quot.sound]
'BlockPreconditionedDielectric.zero_eigenvalue_not_detected' depends on axioms: [propext, Classical.choice, Quot.sound]
```
